# For 0 < N < m, all N-particle fillings of m fixed bare levels with a diagonal DFT+U correction are self-consistent exactly when U exceeds their spread

Self-consistency is taken here as a strict ordering: in the potential that a filling generates, every occupied level must lie below every empty one, and a tie does not count. The bare levels $e_1,\dots,e_m$ are real numbers that stay fixed when the occupations change. Only the Hubbard correction responds to the filling.

Let $n_k$ be the occupation of level $k$ and let

$$E(n)=\sum_k\left[e_k n_k+\frac U2\,n_k(1-n_k)\right].$$

The second term is the DFT+U correction in its simplified rotationally invariant form, for diagonal occupations; the first is a model that replaces the density functional by fixed levels. Each level is a localised spin orbital, which holds at most one electron. The constant $U$ stands for the effective on-site interaction; when positive, it penalises fractional occupation. A filling is a set $S$ of $N$ levels, with $n_k=1$ in $S$ and $n_k=0$ outside. The claim is that, for $0<N<m$, every such $S$ is self-consistent if and only if $U>\max e-\min e$.

## Shifted levels and the pair condition

Set the occupation of level $i$ to $x$ and keep the others. Only one term of the sum changes, so the energy changes by

$$e_i(x-n_i)+\frac U2\left[x(1-x)-n_i(1-n_i)\right].$$

Its derivative at $x=n_i$ is the shifted level

$$\frac{\partial E}{\partial n_i}=e_i+U\left(\tfrac12-n_i\right).$$

An occupied level therefore sits at $e_i-U/2$ and an empty one at $e_j+U/2$. The filling $S$ is self-consistent when $e_i-U/2<e_j+U/2$, that is,

$$e_i-e_j<U\qquad\text{for all } i\in S,\ j\notin S.$$

If $U>\max e-\min e$, this holds for every pair of levels, and hence for every $S$.

Conversely, suppose that every $N$-element filling is self-consistent, and take distinct levels $i$ and $j$. Put $i$ in $S$, leave $j$ out, and choose the other $N-1$ members from the remaining $m-2$ levels. This is possible because $0\le N-1\le m-2$. Hence $e_i-e_j<U$ for all distinct $i,j$. If the levels are not all equal, taking $i$ at the maximum and $j$ at the minimum gives the claim. If they are all equal, any two distinct levels give $0<U$, which is again the claim.

There are $\binom mN$ fillings, so the condition on $U$ is also the condition for the number of self-consistent fillings to reach this value.

## The cost of moving charge

Move charge $t$ from an occupied level $i$ to an empty level $j$. The new occupations are $1-t$ and $t$, and each contributes $\frac U2t(1-t)$ to the Hubbard term. The total cost is

$$\Delta E=t(e_j-e_i)+Ut(1-t)=t\left[U-(e_i-e_j)-Ut\right].$$

For a self-consistent filling $U-(e_i-e_j)$ is positive, so $\Delta E>0$ for small positive $t$. This is the sense of metastability used here: resistance to small transfers between two levels. The filling of lowest energy may have it too.

Take $e=(0,1)$, $N=1$ and $U=2$. With the upper level filled, the shifted levels are $0$ for the occupied one and $1$ for the empty one, so the filling is self-consistent. Moving charge down costs $t(1-2t)$, which is positive for $0<t<1/2$ and equals $-1$ at $t=1$. Multiplying the shifted gap, here $1$, by a whole particle would give the wrong sign: the gap is a derivative, and it moves with the charge.

For $U\le0$ the multiplicity disappears. If $S\ne T$ were self-consistent fillings of equal size, there would be $i\in S\setminus T$ and $j\in T\setminus S$. Then $e_i-e_j<U$ and $e_j-e_i<U$, whose sum is $0<2U$, a contradiction.

DFT+U calculations can converge to different solutions from different starting occupations, and this model shows one source of that behaviour for frozen levels with diagonal occupations. It leaves out orbital relaxation, off-diagonal occupation matrices and the response of the bare levels to the density. Off-diagonal occupations matter for the barrier found above. If an occupied level $i$ is rotated into an empty level $j$ of the same site and spin, the occupation matrix $n$ of that site and spin stays idempotent, so the rotationally invariant correction $\frac U2\operatorname{Tr}(n-n^2)$ remains zero. With fixed bare levels and $e_j<e_i$, the energy then falls without a barrier. The metastability of such a filling therefore rests on keeping the occupations diagonal.

## Energy, levels and fillings in Lean

The type `ι` labels the levels, and `Fintype.card ι` is $m$.

```lean
import Mathlib

open Finset

namespace HubbardMetastability

noncomputable section

variable {ι : Type*}
```

The function `energy` is $E(n)$. Its occupations are arbitrary real numbers, not confined to $[0,1]$.

```lean
/-- The energy of fixed bare levels `e` with occupations `n`, including the Hubbard
correction `(U/2) ∑ n (1 - n)`. -/
def energy [Fintype ι] (e : ι → ℝ) (U : ℝ) (n : ι → ℝ) : ℝ :=
  ∑ k, (e k * n k + U / 2 * (n k * (1 - n k)))
```

The shifted level is first defined by its formula; its identification as a derivative comes later as a theorem.

```lean
/-- The level `i` shifted by the Hubbard potential `U (1/2 - n i)`. -/
def level (e : ι → ℝ) (U : ℝ) (n : ι → ℝ) (i : ι) : ℝ :=
  e i + U * (1 / 2 - n i)
```

A filling is a `Finset ι`, and `occ S` turns it into occupations of one and zero.

```lean
/-- The occupations of the filling `S`: one in `S` and zero outside. -/
def occ [DecidableEq ι] (S : Finset ι) (i : ι) : ℝ :=
  if i ∈ S then 1 else 0
```

The strict ordering appears as `<` between the levels computed from `occ S`. Particle number is not part of this definition; it enters the theorems as `S.card = N`.

```lean
/-- A filling is self-consistent if, in the potential it generates, every occupied level
lies strictly below every empty one. -/
def SelfConsistent [DecidableEq ι] (e : ι → ℝ) (U : ℝ) (S : Finset ι) : Prop :=
  ∀ i ∈ S, ∀ j ∉ S, level e U (occ S) i < level e U (occ S) j
```

The spread is the maximum minus the minimum, which requires at least one level.

```lean
/-- The spread `max e - min e` of the bare levels. -/
def spread [Fintype ι] [Nonempty ι] (e : ι → ℝ) : ℝ :=
  univ.sup' univ_nonempty e - univ.inf' univ_nonempty e
```

## The derivative and the pair condition

The theorem `energy_update` gives the energy change for one occupation. The proof subtracts the two sums term by term, and `Finset.sum_eq_single i` keeps only the term of level $i$.

```lean
/-- The exact energy change when the occupation of one level is set to `x`. -/
theorem energy_update [Fintype ι] [DecidableEq ι] (e : ι → ℝ) (U : ℝ) (n : ι → ℝ)
    (i : ι) (x : ℝ) :
    energy e U (Function.update n i x) - energy e U n =
      e i * (x - n i) + U / 2 * (x * (1 - x) - n i * (1 - n i)) := by
  unfold energy
  -- only the term of level `i` changes
  rw [← Finset.sum_sub_distrib, Finset.sum_eq_single i]
  · simp only [Function.update_self]
    ring
  · intro k _ hk
    simp only [Function.update_of_ne hk, sub_self]
  · intro h
    exact absurd (mem_univ i) h
```

Now the shifted level is proved to be the derivative. The energy is rewritten by the preceding identity as an explicit quadratic in $x$, the differentiation rules are assembled, and `ring` matches the outcome with `level`.

```lean
/-- The shifted level is the derivative of the energy with respect to its occupation. -/
theorem hasDerivAt_energy [Fintype ι] [DecidableEq ι] (e : ι → ℝ) (U : ℝ) (n : ι → ℝ)
    (i : ι) :
    HasDerivAt (fun x => energy e U (Function.update n i x)) (level e U n i) (n i) := by
  have h : (fun x => energy e U (Function.update n i x)) = fun x =>
      energy e U n + (e i * (x - n i) + U / 2 * (x * (1 - x) - n i * (1 - n i))) := by
    funext x
    linarith [energy_update e U n i x]
  rw [h]
  have hx := hasDerivAt_id' (n i)
  have hd := (((hx.sub_const (n i)).const_mul (e i)).fun_add
    (((hx.fun_mul (hx.const_sub 1)).sub_const (n i * (1 - n i))).const_mul
      (U / 2))).const_add (energy e U n)
  exact hd.congr_deriv (by unfold level; ring)
```

Substituting occupations one and zero turns self-consistency into $e_i-e_j<U$. In both directions `simp` inserts the occupations and `linarith` rearranges the inequality.

```lean
/-- A filling is self-consistent exactly when no occupied bare level lies above an empty
one by `U` or more. -/
theorem selfConsistent_iff [DecidableEq ι] (e : ι → ℝ) (U : ℝ) (S : Finset ι) :
    SelfConsistent e U S ↔ ∀ i ∈ S, ∀ j ∉ S, e i - e j < U := by
  constructor
  · intro h i hi j hj
    have hs := h i hi j hj
    simp only [level, occ, if_pos hi, if_neg hj] at hs
    linarith
  · intro h i hi j hj
    have hs := h i hi j hj
    simp only [level, occ, if_pos hi, if_neg hj]
    linarith
```

## All fillings, and their number

The next lemma replaces the spread by differences over all pairs. One direction bounds each level by the maximum and the minimum; the other picks levels at which these are attained. The pairs include $i=j$, for which the condition reads $0<U$.

```lean
/-- The spread is below `U` exactly when all differences of bare levels are. -/
theorem spread_lt_iff [Fintype ι] [Nonempty ι] (e : ι → ℝ) (U : ℝ) :
    spread e < U ↔ ∀ i j, e i - e j < U := by
  unfold spread
  constructor
  · intro h i j
    have h1 := Finset.le_sup' e (mem_univ i)
    have h2 := Finset.inf'_le e (mem_univ j)
    linarith
  · intro h
    obtain ⟨i, _, hi⟩ := Finset.exists_mem_eq_sup' univ_nonempty e
    obtain ⟨j, _, hj⟩ := Finset.exists_mem_eq_inf' univ_nonempty e
    rw [hi, hj]
    exact h i j
```

The main theorem assumes `0 < N` and `N < Fintype.card ι`, but not $U>0$, which follows from either side. Inside `key`, `Finset.exists_subsuperset_card_eq` supplies an $N$-element set between $\{i\}$ and the set of all levels except $j$, as in the construction by hand. The case $i=j$ is settled by comparing $i$ with some other level $k$ in both directions: the two inequalities add up to $0<2U$.

```lean
/-- With at least one particle and at least one empty level, every filling by `N` particles
is self-consistent if and only if `U` exceeds the spread of the bare levels. -/
theorem all_selfConsistent_iff [Fintype ι] [DecidableEq ι] [Nonempty ι] (e : ι → ℝ)
    (U : ℝ) {N : ℕ} (hN : 0 < N) (hNm : N < Fintype.card ι) :
    (∀ S : Finset ι, S.card = N → SelfConsistent e U S) ↔ spread e < U := by
  rw [spread_lt_iff]
  constructor
  · intro h
    -- a filling that contains `i` and omits `j` compares these two levels
    have key : ∀ i j, i ≠ j → e i - e j < U := by
      intro i j hij
      have hsub : ({i} : Finset ι) ⊆ univ.erase j := by
        intro k hk
        rw [Finset.mem_singleton] at hk
        rw [hk]
        exact Finset.mem_erase.mpr ⟨hij, mem_univ i⟩
      have hcard : N ≤ (univ.erase j).card := by
        rw [Finset.card_erase_of_mem (mem_univ j), Finset.card_univ]
        omega
      obtain ⟨S, hiS, hSj, hS⟩ := Finset.exists_subsuperset_card_eq hsub
        (by rw [Finset.card_singleton]; omega) hcard
      exact (selfConsistent_iff e U S).mp (h S hS) i (hiS (Finset.mem_singleton_self i)) j
        (fun hj => Finset.notMem_erase j univ (hSj hj))
    intro i j
    by_cases hij : i = j
    · -- comparing two distinct levels both ways shows that `U` is positive
      subst hij
      have : Nontrivial ι := Fintype.one_lt_card_iff_nontrivial.mp (by omega)
      obtain ⟨k, hk⟩ := exists_ne i
      linarith [key i k hk.symm, key k i hk]
    · exact key i j hij
  · intro h S _
    exact (selfConsistent_iff e U S).mpr fun i _ j _ => h i j
```

The equivalence fails if $N=0$ is admitted. For $e=(0,1)$ and $U=0$, the only filling without particles is the empty set, which is self-consistent because it has no occupied level to compare. Yet the spread is $1$, which is not below $U$.

For the count, `powersetCard N univ` is the collection of all $N$-element fillings, and `filter` keeps the self-consistent ones. The filtered collection has the full size exactly when nothing was removed, so the main theorem applies.

```lean
open Classical in
/-- With at least one particle and at least one empty level, the number of self-consistent
fillings is the full binomial coefficient if and only if `U` exceeds the spread. -/
theorem card_selfConsistent_iff [Fintype ι] [DecidableEq ι] [Nonempty ι] (e : ι → ℝ)
    (U : ℝ) {N : ℕ} (hN : 0 < N) (hNm : N < Fintype.card ι) :
    ((powersetCard N (univ : Finset ι)).filter (fun S => SelfConsistent e U S)).card =
      (Fintype.card ι).choose N ↔ spread e < U := by
  have hc : (powersetCard N (univ : Finset ι)).card = (Fintype.card ι).choose N := by
    rw [Finset.card_powersetCard, Finset.card_univ]
  rw [← hc, Finset.card_filter_eq_iff]
  simp only [Finset.mem_powersetCard, Finset.subset_univ, true_and]
  exact all_selfConsistent_iff e U hN hNm
```

## Transfers between two levels

The transfer is written as two successive updates, first of $i$ and then of $j$. Adding the two energy differences gives the formula for $\Delta E$; `linear_combination` does this addition.

```lean
/-- Moving charge `t` from an occupied level `i` to an empty level `j` costs the bare
difference `t (e j - e i)` plus the Hubbard term `U t (1 - t)`. -/
theorem transfer_energy [Fintype ι] [DecidableEq ι] (e : ι → ℝ) (U t : ℝ) {S : Finset ι}
    {i j : ι} (hi : i ∈ S) (hj : j ∉ S) :
    energy e U (Function.update (Function.update (occ S) i (1 - t)) j t) -
      energy e U (occ S) = t * (e j - e i) + U * t * (1 - t) := by
  have hji : j ≠ i := fun h => hj (h ▸ hi)
  have oi : occ S i = 1 := if_pos hi
  have oj : occ S j = 0 := if_neg hj
  have h1 := energy_update e U (occ S) i (1 - t)
  have h2 := energy_update e U (Function.update (occ S) i (1 - t)) j t
  rw [oi] at h1
  rw [Function.update_of_ne hji, oj] at h2
  linear_combination h1 + h2
```

The theorem `metastable` needs an explicit bound $\delta$ on the transfer. With $g=U-(e_i-e_j)>0$, the proof takes $\delta=g/(|U|+1)$, which is positive whatever the sign of $U$. For $0<t<\delta$ one has $Ut\le|U|t<g$, so $\Delta E=t(g-Ut)$ is positive. The bound depends on the pair $i,j$, and the statement concerns one pair at a time. Physical transfers also satisfy $t\le1$.

```lean
/-- In a self-consistent filling, every sufficiently small transfer of charge from an
occupied level to an empty one raises the energy. -/
theorem metastable [Fintype ι] [DecidableEq ι] (e : ι → ℝ) (U : ℝ) {S : Finset ι}
    (h : SelfConsistent e U S) {i j : ι} (hi : i ∈ S) (hj : j ∉ S) :
    ∃ δ > 0, ∀ t, 0 < t → t < δ → energy e U (occ S) <
      energy e U (Function.update (Function.update (occ S) i (1 - t)) j t) := by
  have hg : 0 < U - (e i - e j) := by
    linarith [(selfConsistent_iff e U S).mp h i hi j hj]
  have hU : 0 < |U| + 1 := by positivity
  refine ⟨(U - (e i - e j)) / (|U| + 1), div_pos hg hU, ?_⟩
  intro t ht hlt
  rw [lt_div_iff₀ hU] at hlt
  have hb : U * t ≤ |U| * t := mul_le_mul_of_nonneg_right (le_abs_self U) ht.le
  -- the linear gain outweighs the quadratic term
  have hp : 0 < t * (U - (e i - e j) - U * t) := mul_pos ht (by linarith)
  linarith [transfer_energy e U t hi hj]
```

## At most one self-consistent filling for each N when U ≤ 0

The last theorem compares two self-consistent fillings with equal particle number. Since the sizes agree, neither of two different fillings can contain the other; this provides $i$ and $j$, and `linarith` adds the two pair conditions. The theorem does not promise that a self-consistent filling exists: for $e=(0,0)$, $N=1$ and $U=0$ the two levels tie and there is none.

```lean
/-- For `U ≤ 0`, two self-consistent fillings with the same particle number coincide. -/
theorem unique_of_nonpos [DecidableEq ι] (e : ι → ℝ) {U : ℝ} (hU : U ≤ 0)
    {S T : Finset ι} (hc : S.card = T.card) (hS : SelfConsistent e U S)
    (hT : SelfConsistent e U T) : S = T := by
  by_contra hne
  have h1 : ¬ S ⊆ T := fun h => hne (Finset.eq_of_subset_of_card_le h hc.ge)
  have h2 : ¬ T ⊆ S := fun h => hne (Finset.eq_of_subset_of_card_le h hc.le).symm
  obtain ⟨i, hiS, hiT⟩ := Finset.not_subset.mp h1
  obtain ⟨j, hjT, hjS⟩ := Finset.not_subset.mp h2
  -- each filling would place its own level strictly below the other
  linarith [(selfConsistent_iff e U S).mp hS i hiS j hjS,
    (selfConsistent_iff e U T).mp hT j hjT i hiT]

end

end HubbardMetastability
```

```lean
#print axioms HubbardMetastability.all_selfConsistent_iff
-- 'HubbardMetastability.all_selfConsistent_iff' depends on axioms: [propext, Classical.choice, Quot.sound]
#print axioms HubbardMetastability.card_selfConsistent_iff
-- 'HubbardMetastability.card_selfConsistent_iff' depends on axioms: [propext, Classical.choice, Quot.sound]
#print axioms HubbardMetastability.metastable
-- 'HubbardMetastability.metastable' depends on axioms: [propext, Classical.choice, Quot.sound]
#print axioms HubbardMetastability.unique_of_nonpos
-- 'HubbardMetastability.unique_of_nonpos' depends on axioms: [propext, Classical.choice, Quot.sound]
```
